# Mass above a size cutoff in constant-kernel coagulation from monomers

A numerical integration of coagulation equations that follows each cluster size separately has to stop at some largest size $M$. For a size-independent merging rate and a start from monomers only, the mass that the exact solution places above $M$ has a closed form, which shows how the cutoff has to grow with the simulated time if that mass is to stay small.

## The solution and its tail

Let $n_k(t)$ be the number density of clusters of $k$ monomers. Time and density are scaled so that the initial monomer density is 1 and the rate equation reads

$$n_k'=\sum_{i+j=k}n_in_j-2n_k\sum_{j\ge1}n_j .$$

The constant kernel is a simplified model of diffusing clusters: between partners of similar size, slower diffusion at larger size is roughly offset by the larger target, while a small and a large cluster merge faster than it assumes. The claim is that, for $t\ge0$,

$$n_k=\frac{t^{k-1}}{(1+t)^{k+1}}\quad(k\ge1)$$

solves this system with total mass $\sum_k k\,n_k=1$, and that the mass in sizes above $M$ is

$$F_M=x^M\left(1+\frac{M}{1+t}\right),\qquad x=\frac{t}{1+t}.$$

Since $n_k=x^{k-1}/(1+t)^2$ and $1-x=1/(1+t)$, the geometric series gives $\sum_j n_j=1/(1+t)$. For $k\ge2$ the gain has $k-1$ ordered pairs, each contributing $t^{k-2}/(1+t)^{k+2}$. The derivative agrees with gain minus loss:

$$n_k'=\frac{(k-1)t^{k-2}(1+t)-(k+1)t^{k-1}}{(1+t)^{k+2}}
=\frac{(k-1)t^{k-2}-2t^{k-1}}{(1+t)^{k+2}} .$$

For $k=1$ there is no gain, and $n_1'=-2/(1+t)^3=-2n_1/(1+t)$.

For the mass, use $1-x=1/(1+t)$ again:

$$F_K-F_{K+1}=\frac{x^K}{1+t}\left(1+\frac{K}{1+t}-\frac{t}{1+t}\right)=\frac{(K+1)x^K}{(1+t)^2}=(K+1)n_{K+1}.$$

Summing from $K=M$ to $M+N-1$ leaves $F_M-F_{M+N}$. As $0\le x<1$, the last term vanishes when $N\to\infty$, so the tail mass is $F_M$, and the total mass is $F_0=1$.

At fixed $M$, $t\to\infty$ gives $x\to1$ and $F_M\to1$. At fixed $t$, $M\to\infty$ gives $F_M\to0$. If $t=M/c$ with $c>0$, then $x^M=(1+c/M)^{-M}\to e^{-c}$ and $M/(1+t)=c/(1+c/M)\to c$, so $F_M\to e^{-c}(1+c)$.

As an instance, take $t=1$ and $M=2$. Then $n_1=1/4$ and $n_2=1/8$, so sizes 1 and 2 hold mass $1/4+2/8=1/2$. The formula gives the other half: $(1/2)^2(1+2/2)=1/2$.

## Densities, rates and tail mass in Lean

Sizes are natural numbers, with an empty size 0. The second case of `density` describes size `k + 1`, so its exponents are shifted by one from those above.

```lean
import Mathlib

open Filter Topology Finset

namespace CoagulationCutoff

noncomputable section

/-- Number density of clusters of size `k` at time `t`, for `t ≠ -1`:
`t^(k-1)/(1+t)^(k+1)` for `k ≥ 1`, and zero for `k = 0`. -/
def density : ℕ → ℝ → ℝ
  | 0, _ => 0
  | k + 1, t => t ^ k / (1 + t) ^ (k + 2)
```

In `coagulationRate`, `antidiagonal k` lists the ordered pairs with sum $k$; pairs containing size 0 contribute nothing. The loss runs over partners of every size.

```lean
/-- Constant-kernel Smoluchowski rate for size `k`, for summable densities `c`: gain from
all pairs of sizes `i + j = k`, minus loss by merging with a cluster of any size. -/
def coagulationRate (c : ℕ → ℝ) (k : ℕ) : ℝ :=
  ∑ p ∈ antidiagonal k, c p.1 * c p.2 - 2 * c k * ∑' j, c j
```

Had the partner sum stopped at $M$, the definition would describe a truncated system. The densities $n_k$ would not solve it for $t>0$, because losses to larger partners would be missing, and its mass error would need a separate calculation.

The index `i` in the tail mass starts at size $M+1$.

```lean
/-- Mass held at time `t ≥ 0` by the clusters of size larger than `M`. -/
def massAbove (M : ℕ) (t : ℝ) : ℝ :=
  ∑' i : ℕ, ((M + i + 1 : ℕ) : ℝ) * density (M + i + 1) t

/-- At time zero there are only monomers, with unit density. -/
theorem density_initial (k : ℕ) : density k 0 = if k = 1 then 1 else 0 := by
  rcases k with _ | _ | m <;> simp [density]
```

## The rate equation, size by size

`HasSum` states convergence together with the value of the sum. The geometric series is summed over positive sizes, and then the zero term is restored.

```lean
/-- For `t ≥ 0` the total number of clusters is `1/(1+t)`. -/
theorem hasSum_density {t : ℝ} (ht : 0 ≤ t) :
    HasSum (fun k => density k t) (1 / (1 + t)) := by
  have h : 1 + t ≠ 0 := by positivity
  have hx0 : 0 ≤ t / (1 + t) := by positivity
  have hx1 : t / (1 + t) < 1 := by
    rw [div_lt_one (by positivity)]
    linarith
  have e : 1 - t / (1 + t) = 1 / (1 + t) := by
    rw [eq_div_iff h, sub_mul, div_mul_cancel₀ _ h]
    ring
  -- the densities form a geometric series in the size
  have g := (hasSum_geometric_of_lt_one hx0 hx1).mul_left (1 / (1 + t) ^ 2)
  have ef : (fun k => density (k + 1) t)
      = fun k => 1 / (1 + t) ^ 2 * (t / (1 + t)) ^ k := by
    funext k
    simp only [density, div_pow]
    rw [div_mul_div_comm, one_mul, ← pow_add, add_comm 2 k]
  have ev : 1 / (1 + t) = 1 / (1 + t) ^ 2 * (1 - t / (1 + t))⁻¹ := by
    rw [e]
    field_simp
  have g' : HasSum (fun k => density (k + 1) t) (1 / (1 + t)) := by
    rw [ef, ev]
    exact g
  have := (hasSum_nat_add_iff (f := fun k => density k t) 1).mp g'
  simpa [density] using this
```

The gain lemma strips the two pairs containing size 0 and counts the $m+1$ equal terms that remain.

```lean
/-- The gain term for size `m + 2`: each of the `m + 1` ordered pairs of positive sizes
contributes the same amount. -/
theorem gain_eq (m : ℕ) (t : ℝ) :
    ∑ p ∈ antidiagonal (m + 2), density p.1 t * density p.2 t
      = (m + 1) * (t ^ m / (1 + t) ^ (m + 4)) := by
  have z : density 0 t = 0 := rfl
  have hs : ∀ p ∈ antidiagonal m, density (p.1 + 1) t * density (p.2 + 1) t
      = t ^ m / (1 + t) ^ (m + 4) := by
    intro p hp
    rw [HasAntidiagonal.mem_antidiagonal] at hp
    have e : p.1 + 2 + (p.2 + 2) = m + 4 := by omega
    simp only [density]
    rw [div_mul_div_comm, ← pow_add, ← pow_add, e, hp]
  rw [show m + 2 = (m + 1) + 1 from rfl, Finset.Nat.sum_antidiagonal_succ,
    Finset.Nat.sum_antidiagonal_succ']
  simp only [z, zero_mul, mul_zero, zero_add]
  rw [Finset.sum_congr rfl hs]
  simp only [Finset.sum_const, Finset.Nat.card_antidiagonal, nsmul_eq_mul, Nat.cast_add,
    Nat.cast_one]
```

In the next proof, `hd` is the quotient rule. The cases are size 0, monomers, and size $m+2$; `field_simp` and `ring` carry out the comparison of numerators. At $t=0$ the derivative is two-sided, using the same formula for slightly negative times. The theorem exhibits a solution and leaves uniqueness open.

```lean
/-- The densities solve the constant-kernel Smoluchowski equation for every cluster size
and every time `t ≥ 0`. -/
theorem density_solves {t : ℝ} (ht : 0 ≤ t) (k : ℕ) :
    HasDerivAt (density k) (coagulationRate (fun j => density j t) k) t := by
  have h : 1 + t ≠ 0 := by positivity
  have hd (k : ℕ) : HasDerivAt (density (k + 1))
      ((k * t ^ (k - 1) * (1 + t) ^ (k + 2)
        - t ^ k * (((k + 2 : ℕ) : ℝ) * (1 + t) ^ (k + 1) * 1)) / ((1 + t) ^ (k + 2)) ^ 2) t :=
    (hasDerivAt_pow k t).fun_div
      (((hasDerivAt_id' t).const_add 1).fun_pow (k + 2)) (pow_ne_zero _ h)
  simp only [coagulationRate, (hasSum_density ht).tsum_eq]
  rcases k with _ | _ | m
  · have h0 : HasDerivAt (density 0) 0 t := hasDerivAt_const t (0 : ℝ)
    exact h0.congr_deriv (by simp [density])
  · -- monomers are only lost
    have g : ∑ p ∈ antidiagonal (0 + 1), density p.1 t * density p.2 t = 0 := by
      simp [Finset.Nat.antidiagonal_succ, density]
    refine (hd 0).congr_deriv ?_
    rw [g]
    simp only [density]
    norm_num
    field_simp
  · refine (hd (m + 1)).congr_deriv ?_
    rw [gain_eq]
    simp only [density, Nat.add_sub_cancel]
    push_cast
    field_simp
    ring
```

## From finite windows to the tail

Here `step` is the identity for $F_K-F_{K+1}$, and induction on `N` adds up the window.

```lean
/-- For `t ≥ 0` the mass in the `N` sizes following `M` is a difference of two values of
one closed expression. -/
theorem mass_window {t : ℝ} (ht : 0 ≤ t) (M N : ℕ) :
    ∑ i ∈ range N, ((M + i + 1 : ℕ) : ℝ) * density (M + i + 1) t
      = (t / (1 + t)) ^ M * (1 + M / (1 + t))
        - (t / (1 + t)) ^ (M + N) * (1 + ((M + N : ℕ) : ℝ) / (1 + t)) := by
  have h : 1 + t ≠ 0 := by positivity
  -- the mass in a single size is a telescoping difference
  have step (K : ℕ) : ((K + 1 : ℕ) : ℝ) * density (K + 1) t
      = (t / (1 + t)) ^ K * (1 + K / (1 + t))
        - (t / (1 + t)) ^ (K + 1) * (1 + ((K + 1 : ℕ) : ℝ) / (1 + t)) := by
    simp only [density, div_pow]
    push_cast
    field_simp
    ring
  induction N with
  | zero => simp
  | succ N ih =>
    rw [sum_range_succ, ih, step (M + N), ← add_assoc]
    ring
```

The limit `hz` is $F_K\to0$. Because the terms are nonnegative, convergence of the partial sums suffices for `HasSum`.

```lean
/-- For `t ≥ 0` the mass in sizes above `M` is a convergent sum with value
`(t/(1+t))^M (1 + M/(1+t))`. -/
theorem hasSum_massAbove {t : ℝ} (ht : 0 ≤ t) (M : ℕ) :
    HasSum (fun i : ℕ => ((M + i + 1 : ℕ) : ℝ) * density (M + i + 1) t)
      ((t / (1 + t)) ^ M * (1 + M / (1 + t))) := by
  have hx0 : 0 ≤ t / (1 + t) := by positivity
  have hx1 : t / (1 + t) < 1 := by
    rw [div_lt_one (by positivity)]
    linarith
  -- the upper end of the window carries no mass in the limit
  have hz : Tendsto (fun K : ℕ => (t / (1 + t)) ^ K * (1 + (K : ℝ) / (1 + t)))
      atTop (𝓝 0) := by
    have c := (tendsto_pow_atTop_nhds_zero_of_lt_one hx0 hx1).add
      ((tendsto_self_mul_const_pow_of_lt_one hx0 hx1).mul_const (1 / (1 + t)))
    rw [zero_mul, add_zero] at c
    exact c.congr (fun K => by ring)
  have hN : Tendsto (fun N : ℕ => M + N) atTop atTop :=
    tendsto_atTop_mono (fun N => Nat.le_add_left N M) tendsto_id
  have hnn (i : ℕ) : 0 ≤ ((M + i + 1 : ℕ) : ℝ) * density (M + i + 1) t := by
    simp only [density]
    positivity
  rw [hasSum_iff_tendsto_nat_of_nonneg hnn]
  simp only [mass_window ht]
  have l := (hz.comp hN).const_sub ((t / (1 + t)) ^ M * (1 + (M : ℝ) / (1 + t)))
  rw [sub_zero] at l
  exact l
```

Setting $M=0$ gives mass conservation.

```lean
/-- The total mass is 1 at every time `t ≥ 0`. -/
theorem total_mass {t : ℝ} (ht : 0 ≤ t) :
    HasSum (fun k : ℕ => (k : ℝ) * density k t) 1 := by
  have h := hasSum_massAbove ht 0
  simp only [zero_add, pow_zero, Nat.cast_zero, zero_div, add_zero, one_mul] at h
  have := (hasSum_nat_add_iff (f := fun k : ℕ => (k : ℝ) * density k t) 1).mp h
  simpa using this
```

## Moving the cutoff or the clock

For late times the proof writes $x=1-(1+t)^{-1}$ and takes limits factor by factor.

```lean
/-- At a fixed cutoff `M`, the mass in sizes above `M` tends to 1 as time grows. -/
theorem massAbove_late (M : ℕ) : Tendsto (massAbove M) atTop (𝓝 1) := by
  have hu : Tendsto (fun t : ℝ => (1 + t)⁻¹) atTop (𝓝 0) :=
    tendsto_inv_atTop_zero.comp (tendsto_atTop_add_const_left atTop 1 tendsto_id)
  have l := ((hu.const_sub 1).pow M).mul ((hu.const_mul (M : ℝ)).const_add 1)
  simp only [sub_zero, one_pow, mul_zero, add_zero, mul_one] at l
  refine l.congr' ?_
  filter_upwards [eventually_ge_atTop (0 : ℝ)] with t ht
  have h : 1 + t ≠ 0 := by positivity
  have e : 1 - (1 + t)⁻¹ = t / (1 + t) := by
    rw [eq_div_iff h, sub_mul, inv_mul_cancel₀ h]
    ring
  rw [massAbove, (hasSum_massAbove ht M).tsum_eq, e, div_eq_mul_inv (M : ℝ)]
```

For a growing cutoff, it subtracts the mass up to $M$ from the total.

```lean
/-- At a fixed time `t ≥ 0`, the mass in sizes above `M` tends to 0 as `M` grows. -/
theorem massAbove_large_cutoff {t : ℝ} (ht : 0 ≤ t) :
    Tendsto (fun M => massAbove M t) atTop (𝓝 0) := by
  -- the mass up to `M` exhausts the total mass
  have l := (hasSum_massAbove ht 0).tendsto_sum_nat.const_sub 1
  simp only [mass_window ht] at l
  simp only [zero_add, pow_zero, Nat.cast_zero, zero_div, add_zero,
    one_mul, sub_self, sub_sub_cancel] at l
  exact l.congr (fun M => (hasSum_massAbove ht M).tsum_eq.symm)
```

In the joint limit $M$ runs through the integers and the time is `M / c`. The identities `e1` and `e2` are the two rewritings used above for $x$ and $M/(1+t)$.

```lean
/-- If the cutoff grows in proportion to time, `M = c t` with `c > 0`, the mass in sizes
above it tends to `exp(-c) (1 + c)`. -/
theorem massAbove_scaling {c : ℝ} (hc : 0 < c) :
    Tendsto (fun M : ℕ => massAbove M (M / c)) atTop (𝓝 (Real.exp (-c) * (1 + c))) := by
  have hi := ((tendsto_const_div_atTop_nhds_zero_nat c).const_add 1).inv₀ (by norm_num)
  have l := ((Real.tendsto_one_add_div_pow_exp c).inv₀ (Real.exp_ne_zero c)).mul
    ((hi.const_mul c).const_add 1)
  rw [add_zero, inv_one, mul_one, ← Real.exp_neg] at l
  refine l.congr' ?_
  filter_upwards [eventually_gt_atTop 0] with M hM
  have hM' : (0 : ℝ) < M := Nat.cast_pos.mpr hM
  have a : (M : ℝ) / c * (c / M) = 1 := by field_simp
  have e1 : (M : ℝ) / c / (1 + M / c) = (1 + c / M)⁻¹ := by
    rw [inv_eq_one_div, div_eq_div_iff (by positivity) (by positivity)]
    linear_combination a
  have e2 : (M : ℝ) / (1 + M / c) = c * (1 + c / M)⁻¹ := by
    rw [← e1, ← mul_div_assoc, mul_div_cancel₀ _ hc.ne']
  rw [massAbove, (hasSum_massAbove (by positivity) M).tsum_eq, e1, e2, inv_pow]

end

end CoagulationCutoff
```

```lean
#print axioms CoagulationCutoff.density_solves
#print axioms CoagulationCutoff.massAbove_late
#print axioms CoagulationCutoff.massAbove_large_cutoff
#print axioms CoagulationCutoff.massAbove_scaling
```

```
'CoagulationCutoff.density_solves' depends on axioms: [propext, Classical.choice, Quot.sound]
'CoagulationCutoff.massAbove_late' depends on axioms: [propext, Classical.choice, Quot.sound]
'CoagulationCutoff.massAbove_large_cutoff' depends on axioms: [propext, Classical.choice, Quot.sound]
'CoagulationCutoff.massAbove_scaling' depends on axioms: [propext, Classical.choice, Quot.sound]
```
